# The Bunch–Parlett threshold minimizes the larger of two pivot growth bounds

In a shift-and-invert eigenvalue calculation, the matrix \(H-\sigma S\) is usually factored for each shift \(\sigma\), where \(H\) is the Hamiltonian and \(S\) the overlap matrix in a finite basis. When \(\sigma\) lies inside the spectrum, this matrix is indefinite and a diagonal entry may be small or zero. A symmetric block factorization allows for this by choosing, at each step, either to divide by one diagonal entry or to eliminate with a \(2\times2\) block. The Bunch–Parlett strategy decides by comparing the largest diagonal entry with a fixed fraction \(a\) of the largest entry overall. The problems below find the \(a\) that minimizes a worst-case bound on entry growth over two eliminated columns, in exact arithmetic. They do not follow a factorization to its end or treat rounding errors.

## Pivots and growth bounds

Let \(A\) be a complex matrix with entries \(A_{ij}\). No symmetry is assumed, so real symmetric, complex symmetric and Hermitian matrices are all covered.

```lean
import Mathlib

open Matrix

namespace BunchParlettThreshold

noncomputable section

variable {n : Type*}
```

Eliminating with the single pivot \(A_{pp}\) gives the matrix \(A'\):
\[
A'_{ij}=A_{ij}-\frac{A_{ip}A_{pj}}{A_{pp}} .
\]

```lean
/-- The matrix left after eliminating with the single diagonal pivot `p`. -/
def schurOne (A : Matrix n n ℂ) (p : n) : Matrix n n ℂ :=
  fun i j => A i j - A i p * A p j / A p p
```

A \(2\times2\) pivot uses the block \(B\) on the indices \(p,q\).

```lean
/-- The two-by-two pivot block on the indices `p` and `q`. -/
def pivotBlock (A : Matrix n n ℂ) (p q : n) : Matrix (Fin 2) (Fin 2) ℂ :=
  !![A p p, A p q; A q p, A q q]
```

The matrix left after this elimination is called \(A^{(2)}\):
\[
A^{(2)}_{ij}=A_{ij}-\begin{pmatrix}A_{ip}&A_{iq}\end{pmatrix}B^{-1}\begin{pmatrix}A_{pj}\\A_{qj}\end{pmatrix}.
\]

```lean
/-- The matrix left after eliminating with the two-by-two pivot block on `p` and `q`. -/
def schurTwo (A : Matrix n n ℂ) (p q : n) : Matrix n n ℂ :=
  fun i j => A i j - ![A i p, A i q] ⬝ᵥ ((pivotBlock A p q)⁻¹ *ᵥ ![A p j, A q j])
```

A single pivot is accepted if it is nonzero and its modulus is at least \(a\) times that of every entry. This condition stands for the search over the whole matrix.

```lean
/-- The diagonal entry at `p` is accepted as a single pivot: it is nonzero and its modulus is
at least `a` times that of every entry. -/
def IsOnePivot (a : ℝ) (A : Matrix n n ℂ) (p : n) : Prop :=
  A p p ≠ 0 ∧ ∀ i j, a * ‖A i j‖ ≤ ‖A p p‖
```

Two functions of \(a\) name the growth factors for eliminating two columns, by two single pivots or by one block. Parts (b) and (d) justify them.

```lean
/-- The growth bound for two successive single pivots. -/
def oneBound (a : ℝ) : ℝ := (1 + 1 / a) ^ 2

/-- The growth bound for one two-by-two pivot. -/
def twoBound (a : ℝ) : ℝ := 1 + 2 / (1 - a)
```

Their maximum is the quantity to be minimized, and `threshold` is the candidate minimizer.

```lean
/-- The larger of the two growth bounds, each for the elimination of two columns. -/
def worstGrowth (a : ℝ) : ℝ := max (oneBound a) (twoBound a)

/-- The Bunch-Parlett threshold. -/
def threshold : ℝ := (1 + √17) / 8
```

## (a) One accepted pivot

**Task.** Let \(a>0\), let \(A_{pp}\) be accepted, and let \(|A_{ij}|\le m\) for all \(i,j\). Show that
\[
A'_{pj}=0,\qquad |A'_{ij}|\le\Bigl(1+\frac1a\Bigr)m .
\]

**Solution.** In row \(p\), \(A'_{pj}=A_{pj}-A_{pp}A_{pj}/A_{pp}=0\). The acceptance test for the entry \(A_{pj}\) reads \(a|A_{pj}|\le|A_{pp}|\), hence \(|A_{pj}|/|A_{pp}|\le1/a\). The triangle inequality gives
\[
|A'_{ij}|\le|A_{ij}|+|A_{ip}|\,\frac{|A_{pj}|}{|A_{pp}|}\le m+\frac ma .
\]

In the Lean proof, `hq` is the bound on the ratio, and the `calc` block is the displayed chain.

```lean
/-- For `a > 0`, an accepted single pivot clears its row and enlarges a bound on the entries by at
most the factor `1 + 1/a`. -/
theorem schurOne_growth {a m : ℝ} {A : Matrix n n ℂ} {p : n} (ha : 0 < a)
    (hp : IsOnePivot a A p) (hm : ∀ i j, ‖A i j‖ ≤ m) :
    (∀ j, schurOne A p p j = 0) ∧ ∀ i j, ‖schurOne A p i j‖ ≤ (1 + 1 / a) * m := by
  refine ⟨fun j => ?_, fun i j => ?_⟩
  · show A p j - A p p * A p j / A p p = 0
    rw [mul_div_cancel_left₀ _ hp.1, sub_self]
  · have hpos : 0 < ‖A p p‖ := norm_pos_iff.mpr hp.1
    have hm0 : 0 ≤ m := (norm_nonneg _).trans (hm i j)
    -- the threshold test bounds the multipliers by 1/a
    have hq : ‖A p j‖ / ‖A p p‖ ≤ 1 / a := by
      rw [div_le_div_iff₀ hpos ha]
      linarith [hp.2 p j]
    show ‖A i j - A i p * A p j / A p p‖ ≤ (1 + 1 / a) * m
    calc ‖A i j - A i p * A p j / A p p‖
        ≤ ‖A i j‖ + ‖A i p * A p j / A p p‖ := norm_sub_le _ _
      _ = ‖A i j‖ + ‖A i p‖ * (‖A p j‖ / ‖A p p‖) := by
          rw [norm_div, norm_mul, mul_div_assoc]
      _ ≤ m + m * (1 / a) :=
          add_le_add (hm i j) (mul_le_mul (hm i p) hq (by positivity) hm0)
      _ = (1 + 1 / a) * m := by ring
```

## (b) Two accepted pivots in succession

**Task.** Let \(A'_{qq}\) also be accepted, as a pivot of \(A'\), and let \(A''\) be the matrix after the second elimination. Show that rows \(p\) and \(q\) of \(A''\) vanish and that
\[
|A''_{ij}|\le g_1(a)\,m,\qquad g_1(a)=\Bigl(1+\frac1a\Bigr)^2 .
\]

**Solution.** Part (a) bounds the entries of \(A'\) by \((1+1/a)m\). Applied again with this bound in place of \(m\), it gives the squared factor and clears row \(q\). Row \(p\) stays clear because \(A'_{pj}=A'_{pq}=0\):
\[
A''_{pj}=A'_{pj}-\frac{A'_{pq}A'_{qj}}{A'_{qq}}=0 .
\]

The function \(g_1\) is `oneBound`. The two `obtain` lines are the two uses of part (a). The hypotheses force \(q\ne p\), since \(A'_{pp}=0\) cannot be accepted.

```lean
/-- For `a > 0`, two successive accepted single pivots clear both rows and enlarge a bound on the
entries by at most the factor `(1 + 1/a)^2`. -/
theorem schurOne_twice_growth {a m : ℝ} {A : Matrix n n ℂ} {p q : n} (ha : 0 < a)
    (hp : IsOnePivot a A p) (hq : IsOnePivot a (schurOne A p) q)
    (hm : ∀ i j, ‖A i j‖ ≤ m) :
    (∀ j, schurOne (schurOne A p) q p j = 0 ∧ schurOne (schurOne A p) q q j = 0) ∧
      ∀ i j, ‖schurOne (schurOne A p) q i j‖ ≤ oneBound a * m := by
  obtain ⟨h1, h2⟩ := schurOne_growth ha hp hm
  obtain ⟨h3, h4⟩ := schurOne_growth ha hq h2
  refine ⟨fun j => ⟨?_, h3 j⟩, fun i j => (h4 i j).trans_eq (by unfold oneBound; ring)⟩
  show schurOne A p p j - schurOne A p p q * schurOne A p q j / schurOne A p q q = 0
  rw [h1 j, h1 q]
  simp
```

Here the eliminated rows stay in the matrix as zeros. A model that deletes them, with their columns, would have a smaller index set after each step. The growth bounds would then concern only the remaining entries, and the claims about cleared rows would disappear.

## (c) The block elimination written out

**Task.** With \(D=A_{pp}A_{qq}-A_{pq}A_{qp}\), show that
\[
A^{(2)}_{ij}=A_{ij}-\frac{A_{ip}(A_{qq}A_{pj}-A_{pq}A_{qj})+A_{iq}(A_{pp}A_{qj}-A_{qp}A_{pj})}{D}.
\]

**Solution.** For \(D\neq0\), the inverse of the block is
\[
B^{-1}=\frac1D\begin{pmatrix}A_{qq}&-A_{pq}\\-A_{qp}&A_{pp}\end{pmatrix}.
\]
Multiplying it by the column \((A_{pj},A_{qj})^T\) gives the two brackets divided by \(D\). The product with the row \((A_{ip},A_{iq})\) gives the quotient.

The proof unfolds the inverse into adjugate and determinant, and `ring` collects the terms. The theorem needs no condition on \(D\), because for \(D=0\) Lean sets both the inverse and the quotient to zero.

```lean
/-- The entries after a two-by-two pivot, written out with the determinant of the block. -/
theorem schurTwo_apply (A : Matrix n n ℂ) (p q i j : n) :
    schurTwo A p q i j = A i j - (A i p * (A q q * A p j - A p q * A q j)
      + A i q * (A p p * A q j - A q p * A p j)) / (A p p * A q q - A p q * A q p) := by
  simp only [schurTwo, pivotBlock, Matrix.inv_def, Matrix.adjugate_fin_two_of,
    Matrix.det_fin_two_of, Ring.inverse_eq_inv']
  simp [dotProduct, Matrix.mulVec, Fin.sum_univ_two]
  ring
```

## (d) Growth from one block

**Task.** Let \(a<1\), \(m>0\) and \(|A_{ij}|\le m\) for all \(i,j\), with \(|A_{pq}|=|A_{qp}|=m\) and \(|A_{pp}|,|A_{qq}|\le am\). Show that \(B\) is invertible and that
\[
|A^{(2)}_{ij}|\le g_2(a)\,m,\qquad g_2(a)=1+\frac{2}{1-a}.
\]

For \(0<a<1\), these hypotheses hold for a nonzero symmetric or Hermitian matrix in which no diagonal entry passed the test, if \(A_{pq}\) is an entry of largest modulus \(m\): it is then off the diagonal, and its mirror image has the same modulus.

**Solution.** The bound on the diagonal implies \(a\ge0\). The determinant satisfies
\[
|D|\ge|A_{pq}A_{qp}|-|A_{pp}A_{qq}|\ge(1-a^2)m^2>0 .
\]
Each of the two products in the numerator of part (c) has modulus at most \(m(am^2+m^2)=(1+a)m^3\). The quotient is therefore at most
\[
\frac{2(1+a)m^3}{(1-a)(1+a)m^2}=\frac{2m}{1-a},
\]
and adding \(|A_{ij}|\le m\) gives the claim.

The function \(g_2\) is `twoBound`. In the proof, `hD` is the determinant bound, `key` bounds one product and is used twice, and `hfrac` bounds the quotient.

```lean
/-- Let `a < 1`. If the off-diagonal entries of the pivot block have the largest modulus `m > 0` and
its diagonal entries have modulus at most `a * m`, the block is invertible and the entries after
elimination have modulus at most `(1 + 2/(1-a)) * m`. -/
theorem schurTwo_growth {a m : ℝ} {A : Matrix n n ℂ} {p q : n} (ha : a < 1) (hm : 0 < m)
    (hmax : ∀ i j, ‖A i j‖ ≤ m) (hpq : ‖A p q‖ = m) (hqp : ‖A q p‖ = m)
    (hpp : ‖A p p‖ ≤ a * m) (hqq : ‖A q q‖ ≤ a * m) :
    (pivotBlock A p q).det ≠ 0 ∧ ∀ i j, ‖schurTwo A p q i j‖ ≤ twoBound a * m := by
  have h1 : 0 < 1 - a := by linarith
  have ham : 0 ≤ a * m := (norm_nonneg _).trans hpp
  have ha0 : 0 ≤ a := le_of_mul_le_mul_right (by linarith : 0 * m ≤ a * m) hm
  -- the determinant stays away from zero
  have hD : (1 - a ^ 2) * m ^ 2 ≤ ‖A p p * A q q - A p q * A q p‖ := by
    have h := norm_sub_norm_le (A p q * A q p) (A p p * A q q)
    rw [norm_sub_rev, norm_mul, norm_mul, hpq, hqp] at h
    have h' := mul_le_mul hpp hqq (norm_nonneg _) ham
    linarith
  have hDpos : 0 < ‖A p p * A q q - A p q * A q p‖ := by
    refine lt_of_lt_of_le (mul_pos ?_ (pow_pos hm 2)) hD
    nlinarith
  refine ⟨?_, fun i j => ?_⟩
  · rw [pivotBlock, Matrix.det_fin_two_of]
    exact norm_pos_iff.mp hDpos
  · have key : ∀ x u y v w : ℂ, ‖x‖ ≤ m → ‖u‖ ≤ a * m → ‖y‖ ≤ m → ‖v‖ ≤ m → ‖w‖ ≤ m →
        ‖x * (u * y - v * w)‖ ≤ m * (a * m * m + m * m) := by
      intro x u y v w hx hu hy hv hw
      rw [norm_mul]
      refine mul_le_mul hx ((norm_sub_le _ _).trans ?_) (norm_nonneg _) hm.le
      rw [norm_mul, norm_mul]
      exact add_le_add (mul_le_mul hu hy (norm_nonneg _) ham)
        (mul_le_mul hv hw (norm_nonneg _) hm.le)
    have k1 := key _ _ _ _ _ (hmax i p) hqq (hmax p j) (hmax p q) (hmax q j)
    have k2 := key _ _ _ _ _ (hmax i q) hpp (hmax q j) (hmax q p) (hmax p j)
    have hc : 2 / (1 - a) * (1 - a) = 2 := div_mul_cancel₀ _ h1.ne'
    have hK := mul_le_mul_of_nonneg_left hD (mul_pos (div_pos two_pos h1) hm).le
    have he : 2 * (m * (a * m * m + m * m)) = 2 / (1 - a) * m * ((1 - a ^ 2) * m ^ 2) := by
      linear_combination (-(m ^ 3 * (1 + a))) * hc
    rw [schurTwo_apply]
    refine (norm_sub_le _ _).trans ?_
    have hfrac : ‖(A i p * (A q q * A p j - A p q * A q j)
        + A i q * (A p p * A q j - A q p * A p j)) / (A p p * A q q - A p q * A q p)‖
        ≤ 2 / (1 - a) * m := by
      rw [norm_div, div_le_iff₀ hDpos]
      refine (norm_add_le _ _).trans ?_
      linarith
    have hb : twoBound a * m = m + 2 / (1 - a) * m := by unfold twoBound; ring
    rw [hb]
    exact add_le_add (hmax i j) hfrac
```

In the limiting case \(a=0\), the block has a zero diagonal and the factor is 3. It is attained by
\[
m\begin{pmatrix}0&1&1&1\\1&0&1&1\\1&1&0&-1\\1&1&-1&0\end{pmatrix},
\]
where elimination with the first two indices turns the entry in row 3 and column 4 into \(-m-2m=-3m\). All diagonal entries of this matrix are zero, so none of them can be accepted as a single pivot.

## (e) The quadratic behind the threshold

**Task.** Let \(a_*=(1+\sqrt{17})/8\), which is `threshold`. Show that
\[
\tfrac12<a_*<1,\qquad 4a_*^2-a_*-1=0 .
\]

**Solution.** From \(9<17<25\) follows \(3<\sqrt{17}<5\), so \(\tfrac12<a_*<\tfrac34\). Squaring gives
\[
4a_*^2=\frac{18+2\sqrt{17}}{16}=\frac{9+\sqrt{17}}8=1+a_* .
\]

The proof obtains the bounds on the root with `nlinarith`, and the quadratic from \((\sqrt{17})^2=17\) with `linear_combination`.

```lean
/-- The threshold lies between one half and one and solves `4 a^2 - a - 1 = 0`. -/
theorem threshold_spec :
    1 / 2 < threshold ∧ threshold < 1 ∧ 4 * threshold ^ 2 - threshold - 1 = 0 := by
  have hs : √17 ^ 2 = (17 : ℝ) := Real.sq_sqrt (by norm_num)
  have h0 : 0 ≤ √(17 : ℝ) := Real.sqrt_nonneg _
  have h3 : 3 < √(17 : ℝ) := by nlinarith
  have h5 : √(17 : ℝ) < 5 := by nlinarith
  unfold threshold
  refine ⟨by linarith, by linarith, ?_⟩
  linear_combination hs / 16
```

## (f) Where the two bounds agree

**Task.** For \(0<a<1\), show that
\[
g_1(a)=g_2(a)\iff a=a_* .
\]

**Solution.** Over a common denominator,
\[
g_1(a)-g_2(a)=\frac{2a+1}{a^2}-\frac2{1-a}=\frac{1+a-4a^2}{a^2(1-a)} .
\]
The denominator is positive, so the bounds agree exactly when \(4a^2-a-1=0\). Subtracting the same equation for \(a_*\) gives
\[
(a-a_*)(4a+4a_*-1)=0 .
\]
The second factor is positive because \(a>0\) and \(a_*>\tfrac12\), hence \(a=a_*\). Conversely, \(a_*\) solves the quadratic by part (e).

The identity for the difference is `hd`, and the factored equation is `hf`.

```lean
/-- Between zero and one, the two growth bounds are equal exactly at the threshold. -/
theorem bounds_eq_iff {a : ℝ} (h0 : 0 < a) (h1 : a < 1) :
    oneBound a = twoBound a ↔ a = threshold := by
  obtain ⟨t0, _, ht⟩ := threshold_spec
  have h1' : 1 - a ≠ 0 := by linarith
  have hd : oneBound a - twoBound a = (1 + a - 4 * a ^ 2) / (a ^ 2 * (1 - a)) := by
    unfold oneBound twoBound
    field_simp
    ring
  constructor
  · intro h
    rw [h, sub_self] at hd
    have hn := (div_eq_zero_iff.mp hd.symm).resolve_right
      (mul_ne_zero (pow_ne_zero 2 h0.ne') h1')
    -- the other root of the quadratic is negative
    have hf : (a - threshold) * (4 * a + 4 * threshold - 1) = 0 := by
      linear_combination -hn - ht
    have hpos : 4 * a + 4 * threshold - 1 ≠ 0 := by
      have : 0 < 4 * a + 4 * threshold - 1 := by linarith
      exact this.ne'
    exact sub_eq_zero.mp ((mul_eq_zero.mp hf).resolve_right hpos)
  · intro h
    have hn : 1 + a - 4 * a ^ 2 = 0 := by
      rw [h]
      linarith
    rw [hn, zero_div] at hd
    exact sub_eq_zero.mp hd
```

## (g) Every other threshold has a larger worst bound

**Task.** Let \(G(a)=\max\{g_1(a),g_2(a)\}\), which is `worstGrowth`. Show that \(0<a_*<1\), that the bounds are equal at \(a_*\), and that
\[
G(a_*)<G(a)\qquad\text{for } 0<a<1,\ a\ne a_* .
\]

**Solution.** Parts (e) and (f) give the first two claims, so \(G(a_*)=g_1(a_*)=g_2(a_*)\). If \(a<a_*\), then \(1/a>1/a_*\), and
\[
G(a)\ge g_1(a)>g_1(a_*)=G(a_*) .
\]
If \(a>a_*\), then \(1-a<1-a_*\), and
\[
G(a)\ge g_2(a)>g_2(a_*)=G(a_*) .
\]

The proof splits into the same two cases with `rcases`. What is minimized is a bound valid for all admissible matrices; for one particular matrix, another threshold may produce less growth.

```lean
/-- At the threshold `(1 + √17)/8` the two growth bounds are equal, and every other threshold
between zero and one has a strictly larger worst growth bound. -/
theorem threshold_optimal :
    (0 < threshold ∧ threshold < 1) ∧ oneBound threshold = twoBound threshold ∧
      ∀ a : ℝ, 0 < a → a < 1 → a ≠ threshold → worstGrowth threshold < worstGrowth a := by
  obtain ⟨t0, t1, _⟩ := threshold_spec
  have tp : 0 < threshold := by linarith
  have he := (bounds_eq_iff tp t1).mpr rfl
  refine ⟨⟨tp, t1⟩, he, fun a h0 h1 hne => ?_⟩
  rcases lt_or_gt_of_ne hne with h | h
  · -- a smaller threshold worsens the bound for single pivots
    have hi := one_div_lt_one_div_of_lt h0 h
    have hp : 0 < 1 / threshold := one_div_pos.mpr tp
    have hlt : oneBound threshold < oneBound a := by
      unfold oneBound
      nlinarith
    have hw : worstGrowth threshold = oneBound threshold := by
      rw [worstGrowth, ← he, max_self]
    rw [hw]
    exact hlt.trans_le (le_max_left _ _)
  · -- a larger threshold worsens the bound for two-by-two pivots
    have hi : 2 / (1 - threshold) < 2 / (1 - a) :=
      div_lt_div_of_pos_left two_pos (by linarith) (by linarith)
    have hlt : twoBound threshold < twoBound a := by
      unfold twoBound
      linarith
    have hw : worstGrowth threshold = twoBound threshold := by
      rw [worstGrowth, he, max_self]
    rw [hw]
    exact hlt.trans_le (le_max_right _ _)
```

## (h) The bound at the optimum

**Task.** Show that
\[
G(a_*)=\Bigl(\frac{1+\sqrt{17}}2\Bigr)^2 .
\]

**Solution.** Dividing \(4a_*^2-a_*-1=0\) by \(a_*\) gives \(1/a_*=4a_*-1\). Therefore
\[
G(a_*)=\Bigl(1+\frac1{a_*}\Bigr)^2=(4a_*)^2=\Bigl(\frac{1+\sqrt{17}}2\Bigr)^2 .
\]
Numerically, \(a_*\approx0.640\) and \(G(a_*)\approx6.56\), or a factor of about \(2.56\) per eliminated column.

The identity for \(1/a_*\) is `hi`; the rewriting step replaces the maximum by \(g_1(a_*)\) and inserts it.

```lean
/-- The worst growth bound at the threshold is `((1 + √17)/2)^2`. -/
theorem worstGrowth_threshold : worstGrowth threshold = ((1 + √17) / 2) ^ 2 := by
  obtain ⟨t0, t1, ht⟩ := threshold_spec
  have tp : 0 < threshold := by linarith
  have hi : 1 / threshold = 4 * threshold - 1 := by
    rw [div_eq_iff tp.ne']
    linear_combination -ht
  rw [worstGrowth, ← (bounds_eq_iff tp t1).mpr rfl, max_self, oneBound, hi]
  unfold threshold
  ring

end

end BunchParlettThreshold
```

```lean
#print axioms BunchParlettThreshold.schurOne_twice_growth
#print axioms BunchParlettThreshold.schurTwo_growth
#print axioms BunchParlettThreshold.threshold_optimal
#print axioms BunchParlettThreshold.worstGrowth_threshold
```

```
'BunchParlettThreshold.schurOne_twice_growth' depends on axioms: [propext, Classical.choice, Quot.sound]
'BunchParlettThreshold.schurTwo_growth' depends on axioms: [propext, Classical.choice, Quot.sound]
'BunchParlettThreshold.threshold_optimal' depends on axioms: [propext, Classical.choice, Quot.sound]
'BunchParlettThreshold.worstGrowth_threshold' depends on axioms: [propext, Classical.choice, Quot.sound]
```
